# A first-order ladder between hydrogen radial equations with angular momenta $l$ and $l+1$ at equal energy

Solve the hydrogen radial equation separately for each angular momentum, and the equal energies of 2s and 2p appear as a coincidence between two calculations. The centrifugal terms differ, and the two equations show no obvious connection. A first-order differential operator supplies the link: it turns a solution for $l$ into a solution for $l+1$ without changing the energy parameter, although for each $l$ there is one energy at which the result can be identically zero.

## From one angular momentum to the next

Let $u$ be the reduced radial function, that is, $r$ times the radial wavefunction. With lengths in Bohr radii and energies in rydbergs, it satisfies on $r>0$

$$-u''+\frac{l(l+1)}{r^2}u-\frac{2}{r}u=Eu,\qquad l=0,1,2,\dots$$

The claim is that

$$w=u'-\frac{l+1}{r}u+\frac{u}{l+1}$$

satisfies the same equation with $l$ replaced by $l+1$ and the same $E$.

Define the superpotential $W$ and the constant $c$ by

$$W=\frac{l+1}{r}-\frac1{l+1},\qquad c=E+\frac1{(l+1)^2},$$

so that $w=u'-Wu$. Direct calculation gives

$$W'=-\frac{l+1}{r^2},\qquad W^2=\frac{(l+1)^2}{r^2}-\frac2r+\frac1{(l+1)^2}.$$

Since $(l+1)^2-(l+1)=l(l+1)$, the equation for $u$ reads $u''=(W^2+W'-c)u$. Differentiate $w$ and substitute $u'=w+Wu$:

$$w'=u''-W'u-Wu'=(W^2-c)u-W(w+Wu)=-Ww-cu.$$

The right-hand side is differentiable, so $w$ has a second derivative although no third derivative of $u$ was assumed:

$$w''=-W'w-Ww'-cu'=-W'w+W^2w+cWu-c(w+Wu)=(W^2-W'-c)w.$$

Because $(l+1)^2+(l+1)=(l+1)(l+2)$, the last bracket equals $(l+1)(l+2)/r^2-2/r-E$. This is the equation for $l+1$.

The way back uses $-w'-Ww$, which by the first-order equation equals $cu$. If $w$ vanishes on the whole half-line, then $cu=0$ there. A nonzero $u$ can therefore be lost only when $c=0$, that is, at $E=-1/(l+1)^2$.

## The equation and its operators in Lean

```lean
import Mathlib

noncomputable section

namespace HydrogenRadialLadder
```

The predicate below asks that $u$ and $u'$ be differentiable at every $r>0$ and that the equation hold there. No further smoothness is demanded, since the equation itself then makes $u$ smooth on $r>0$. Lean's functions are defined on all of $\mathbb R$, but their values at $r\le0$ are unconstrained.

```lean
/-- The reduced radial hydrogen equation `-u'' + l(l+1)u/r² - 2u/r = E u` on `r > 0`,
for a twice differentiable radial function `u`. -/
def IsRadialSolution (l : ℕ) (E : ℝ) (u : ℝ → ℝ) : Prop :=
  ∀ r : ℝ, 0 < r → DifferentiableAt ℝ u r ∧ DifferentiableAt ℝ (deriv u) r ∧
    -deriv (deriv u) r + l * (l + 1) / r ^ 2 * u r - 2 / r * u r = E * u r
```

There is no boundary condition at the origin and no condition of square integrability, and `E` may be any real number. The theorems thus concern solutions of the differential equation, not the hydrogen spectrum. Their bearing on the degenerate shells is that, for one nonrelativistic electron in a pure Coulomb field, they connect the radial equations within a shell at fixed energy.

The next definitions are the map $u\mapsto w$, the map back, and $W$. The index of `lower l` is that of the target, so it acts on solutions for $l+1$.

```lean
/-- The raising operator `u ↦ u' - (l+1)u/r + u/(l+1)`. -/
def raise (l : ℕ) (u : ℝ → ℝ) (r : ℝ) : ℝ :=
  deriv u r - (l + 1) / r * u r + u r / (l + 1)

/-- The lowering operator `w ↦ -w' - (l+1)w/r + w/(l+1)`. -/
def lower (l : ℕ) (w : ℝ → ℝ) (r : ℝ) : ℝ :=
  -deriv w r - (l + 1) / r * w r + w r / (l + 1)

/-- The superpotential `W = (l+1)/r - 1/(l+1)`. -/
def superpotential (l : ℕ) (r : ℝ) : ℝ := (l + 1) / r - 1 / (l + 1)
```

The last definition is a nonzero function that raising sends to zero on $r>0$. It is unnormalised: its squared integral over $r>0$ is $(2l+2)!\,\bigl((l+1)/2\bigr)^{2l+3}$, and division by the square root of this number normalises it.

```lean
/-- The radial function `r^(l+1) exp(-r/(l+1))`. -/
def circular (l : ℕ) (r : ℝ) : ℝ := r ^ (l + 1) * Real.exp (-r / (l + 1))
```

## Algebra and derivative of the superpotential

Two lemmas rewrite the operators as $u'-Wu$ and $-w'-Ww$.

```lean
private lemma raise_eq (l : ℕ) (u : ℝ → ℝ) (r : ℝ) :
    raise l u r = deriv u r - superpotential l r * u r := by
  simp only [raise, superpotential]; ring

private lemma lower_eq (l : ℕ) (w : ℝ → ℝ) (r : ℝ) :
    lower l w r = -deriv w r - superpotential l r * w r := by
  simp only [lower, superpotential]; ring
```

The formulas for $W^2$ and $W'$ follow. In the square, the cross term reduces to $-2/r$ because $(l+1)\cdot\frac1{l+1}=1$.

```lean
private lemma superpotential_sq (l : ℕ) (r : ℝ) :
    superpotential l r ^ 2 = ((l : ℝ) + 1) ^ 2 / r ^ 2 - 2 / r + 1 / ((l : ℝ) + 1) ^ 2 := by
  have key : ∀ a : ℝ, a ≠ 0 → (a / r - 1 / a) ^ 2 = a ^ 2 / r ^ 2 - 2 / r + 1 / a ^ 2 := by
    intro a ha
    have hc : a * (1 / a) = 1 := mul_one_div_cancel ha
    linear_combination (-2 / r) * hc
  exact key _ (by positivity)

private lemma hasDerivAt_superpotential (l : ℕ) {r : ℝ} (hr : 0 < r) :
    HasDerivAt (superpotential l) (-((l : ℝ) + 1) / r ^ 2) r := by
  have h := ((hasDerivAt_inv hr.ne').const_mul ((l : ℝ) + 1)).sub_const (1 / ((l : ℝ) + 1))
  have e : superpotential l = fun s => ((l : ℝ) + 1) * s⁻¹ - 1 / ((l : ℝ) + 1) := by
    funext s
    simp only [superpotential, div_eq_mul_inv]
  rw [e]
  exact h.congr_deriv (by ring)
```

To establish a radial solution, it is enough to name a function `v` that is the derivative of `u` on $r>0$ and whose own derivative is the one required by the equation. Since `v` agrees with `deriv u` near each positive point, the two have the same derivative there.

```lean
private lemma solution_of_system {l : ℕ} {E : ℝ} {u : ℝ → ℝ} (v : ℝ → ℝ)
    (hu : ∀ r, 0 < r → HasDerivAt u (v r) r)
    (hv : ∀ r, 0 < r → HasDerivAt v ((l * (l + 1) / r ^ 2 - 2 / r - E) * u r) r) :
    IsRadialSolution l E u := by
  intro r hr
  have hd : HasDerivAt (deriv u) ((l * (l + 1) / r ^ 2 - 2 / r - E) * u r) r := by
    refine (hv r hr).congr_of_eventuallyEq ?_
    filter_upwards [Ioi_mem_nhds hr] with s hs using (hu s hs).deriv
  refine ⟨(hu r hr).differentiableAt, hd.differentiableAt, ?_⟩
  rw [hd.deriv]
  ring
```

## Raising and lowering

The first-order equation $w'=-Ww-cu$ comes from the product rule. The `linear_combination` step then inserts the radial equation `h3` and the formula for $W^2$.

```lean
/-- For a radial solution `u`, the raised function `w` obeys on `r > 0` the first-order equation `w'
= -W w - (E + 1/(l+1)²) u`. -/
theorem hasDerivAt_raise {l : ℕ} {E : ℝ} {u : ℝ → ℝ} (h : IsRadialSolution l E u)
    {r : ℝ} (hr : 0 < r) :
    HasDerivAt (raise l u)
      (-superpotential l r * raise l u r - (E + 1 / ((l : ℝ) + 1) ^ 2) * u r) r := by
  obtain ⟨h1, h2, h3⟩ := h r hr
  have k := h2.hasDerivAt.fun_sub ((hasDerivAt_superpotential l hr).fun_mul h1.hasDerivAt)
  rw [raise_eq l u r, funext (raise_eq l u)]
  refine k.congr_deriv ?_
  linear_combination -h3 - u r * superpotential_sq l r
```

For a solution $w$ with angular momentum $l+1$, the lowered function $v=-w'-Ww$ obeys $v'=Wv+cw$ by the same calculation.

```lean
/-- For a radial solution `w` with angular momentum `l+1`, the lowered function `v` obeys on `r > 0`
`v' = W v + (E + 1/(l+1)²) w`. -/
theorem hasDerivAt_lower {l : ℕ} {E : ℝ} {w : ℝ → ℝ} (h : IsRadialSolution (l + 1) E w)
    {r : ℝ} (hr : 0 < r) :
    HasDerivAt (lower l w)
      (superpotential l r * lower l w r + (E + 1 / ((l : ℝ) + 1) ^ 2) * w r) r := by
  obtain ⟨h1, h2, h3⟩ := h r hr
  push_cast at h3
  have k := h2.hasDerivAt.fun_neg.fun_sub
    ((hasDerivAt_superpotential l hr).fun_mul h1.hasDerivAt)
  rw [lower_eq l w r, funext (lower_eq l w)]
  refine k.congr_deriv ?_
  linear_combination h3 + w r * superpotential_sq l r
```

The main theorem differentiates the first-order equation once more. In its final step, the definition of $w$ removes the terms in $u$, as in the derivation by hand, and the formula for $W^2$ gives the coefficient of $w$ its required form.

```lean
/-- The hydrogen ladder: if `u` solves the radial equation with angular momentum `l`, then
`u' - (l+1)u/r + u/(l+1)` solves it with angular momentum `l+1` and the same `E`. -/
theorem raise_solution {l : ℕ} {E : ℝ} {u : ℝ → ℝ} (h : IsRadialSolution l E u) :
    IsRadialSolution (l + 1) E (raise l u) := by
  refine solution_of_system (fun s => -superpotential l s * raise l u s
    - (E + 1 / ((l : ℝ) + 1) ^ 2) * u s) (fun r hr => hasDerivAt_raise h hr) ?_
  intro r hr
  -- differentiate the first-order equation once more
  have k := ((hasDerivAt_superpotential l hr).fun_neg.fun_mul (hasDerivAt_raise h hr)).fun_sub
    ((h r hr).1.hasDerivAt.const_mul (E + 1 / ((l : ℝ) + 1) ^ 2))
  refine k.congr_deriv ?_
  push_cast
  -- the terms in `u` cancel and only `w` remains
  linear_combination raise l u r * superpotential_sq l r
    + (E + 1 / ((l : ℝ) + 1) ^ 2) * raise_eq l u r
```

The downward theorem repeats this with $v''=(W^2+W'-c)v$.

```lean
/-- The downward step: `lower l` takes solutions with angular momentum `l+1` to solutions
with angular momentum `l` and the same `E`. -/
theorem lower_solution {l : ℕ} {E : ℝ} {w : ℝ → ℝ} (h : IsRadialSolution (l + 1) E w) :
    IsRadialSolution l E (lower l w) := by
  refine solution_of_system (fun s => superpotential l s * lower l w s
    + (E + 1 / ((l : ℝ) + 1) ^ 2) * w s) (fun r hr => hasDerivAt_lower h hr) ?_
  intro r hr
  have k := ((hasDerivAt_superpotential l hr).fun_mul (hasDerivAt_lower h hr)).fun_add
    ((h r hr).1.hasDerivAt.const_mul (E + 1 / ((l : ℝ) + 1) ^ 2))
  refine k.congr_deriv ?_
  linear_combination lower l w r * superpotential_sq l r
    + (E + 1 / ((l : ℝ) + 1) ^ 2) * lower_eq l w r
```

## Where the ladder ends

The round trip is the first-order equation solved for $cu$.

```lean
/-- On `r > 0`, raising and then lowering a radial solution multiplies it by `E + 1/(l+1)²`. -/
theorem lower_raise {l : ℕ} {E : ℝ} {u : ℝ → ℝ} (h : IsRadialSolution l E u)
    {r : ℝ} (hr : 0 < r) :
    lower l (raise l u) r = (E + 1 / ((l : ℝ) + 1) ^ 2) * u r := by
  rw [lower_eq, (hasDerivAt_raise h hr).deriv]
  ring
```

The next theorem rules out a trivial result away from the exceptional energy. Its proof supposes that $w$ vanishes throughout $r>0$, so that its derivative vanishes too. Comparison with the first-order equation gives $cu=0$ at a point where $u\neq0$, which contradicts $c\ne0$.

```lean
/-- If `E ≠ -1/(l+1)²`, raising a radial solution that is nonzero somewhere on `r > 0` gives
a function that is nonzero somewhere on `r > 0`. -/
theorem raise_ne_zero {l : ℕ} {E : ℝ} {u : ℝ → ℝ} (h : IsRadialSolution l E u)
    (hE : E ≠ -(1 / ((l : ℝ) + 1) ^ 2)) (hu : ∃ r, 0 < r ∧ u r ≠ 0) :
    ∃ r, 0 < r ∧ raise l u r ≠ 0 := by
  by_contra hcon
  have hz : ∀ s, 0 < s → raise l u s = 0 := by
    intro s hs
    by_contra hne
    exact hcon ⟨s, hs, hne⟩
  obtain ⟨r, hr, hur⟩ := hu
  -- a function vanishing on the half-line has zero derivative there
  have h0 : HasDerivAt (raise l u) 0 r := by
    refine (hasDerivAt_const r (0 : ℝ)).congr_of_eventuallyEq ?_
    filter_upwards [Ioi_mem_nhds hr] with s hs using hz s hs
  have h1 := (hasDerivAt_raise h hr).unique h0
  rw [hz r hr] at h1
  have h2 : (E + 1 / ((l : ℝ) + 1) ^ 2) * u r = 0 := by linear_combination -h1
  rcases mul_eq_zero.mp h2 with h3 | h3
  · exact hE (by linear_combination h3)
  · exact hur h3
```

At $c=0$ the conclusion can fail. The function $r^{l+1}e^{-r/(l+1)}$ satisfies $u'=Wu$, which the following lemma obtains from the product rule.

```lean
private lemma hasDerivAt_circular (l : ℕ) {r : ℝ} (hr : 0 < r) :
    HasDerivAt (circular l) (superpotential l r * circular l r) r := by
  have k := (hasDerivAt_pow (l + 1) r).fun_mul
    (((hasDerivAt_id' r).fun_neg.div_const ((l : ℝ) + 1)).exp)
  have hp : r ^ (l + 1) / r = r ^ l := by
    rw [pow_succ]
    exact mul_div_cancel_right₀ _ hr.ne'
  refine k.congr_deriv ?_
  simp only [superpotential, circular, Nat.add_sub_cancel]
  push_cast
  linear_combination (-((l : ℝ) + 1) * Real.exp (-r / ((l : ℝ) + 1))) * hp
```

Differentiating $u'=Wu$ gives $u''=(W^2+W')u$, the radial equation with $c=0$.

```lean
/-- The function `r^(l+1) exp(-r/(l+1))` solves the radial equation with angular momentum `l`
and `E = -1/(l+1)²`. -/
theorem circular_solution (l : ℕ) :
    IsRadialSolution l (-(1 / ((l : ℝ) + 1) ^ 2)) (circular l) := by
  refine solution_of_system (fun s => superpotential l s * circular l s)
    (fun r hr => hasDerivAt_circular l hr) ?_
  intro r hr
  refine ((hasDerivAt_superpotential l hr).fun_mul (hasDerivAt_circular l hr)).congr_deriv ?_
  linear_combination circular l r * superpotential_sq l r
```

The relation $u'=Wu$ also says that the raised function is zero, although $u$ itself is positive on $r>0$. In the usual labelling $E=-1/n^2$, this is the state with $l=n-1$, the highest angular momentum in its shell.

```lean
/-- The raising operator annihilates `r^(l+1) exp(-r/(l+1))` on `r > 0`. -/
theorem raise_circular (l : ℕ) {r : ℝ} (hr : 0 < r) : raise l (circular l) r = 0 := by
  rw [raise_eq, (hasDerivAt_circular l hr).deriv, sub_self]

end HydrogenRadialLadder
```

```lean
#print axioms HydrogenRadialLadder.raise_solution
#print axioms HydrogenRadialLadder.raise_ne_zero
#print axioms HydrogenRadialLadder.circular_solution
#print axioms HydrogenRadialLadder.raise_circular
```

```
'HydrogenRadialLadder.raise_solution' depends on axioms: [propext, Classical.choice, Quot.sound]
'HydrogenRadialLadder.raise_ne_zero' depends on axioms: [propext, Classical.choice, Quot.sound]
'HydrogenRadialLadder.circular_solution' depends on axioms: [propext, Classical.choice, Quot.sound]
'HydrogenRadialLadder.raise_circular' depends on axioms: [propext, Classical.choice, Quot.sound]
```

## Hydrogen-like ions

The same argument by hand covers a nucleus of charge $Z$, where the potential term is $-2Zu/r$. Take $W=(l+1)/r-Z/(l+1)$ and $c=E+Z^2/(l+1)^2$. The cross term in $W^2$ becomes $-2Z/r$, the derivative $W'$ is unchanged, and $u'-Wu$ again solves the equation for $l+1$ at the same $E$. The Lean file treats only $Z=1$.
